# The singles part of the projected coupled-cluster energy

The annihilators $a_p$ are any finite complex matrices that obey the canonical anticommutation relations, and the creators are their conjugate transposes. No Fock space is constructed until the two-orbital example in (j).

In Lean 4 with Mathlib:

```lean
import Mathlib

open scoped Matrix
open Finset (sum_congr sum_comm sum_subset sum_eq_zero subset_univ mul_sum sum_mul
  sum_add_distrib sum_sub_distrib)

namespace SinglesEnergy

noncomputable section

variable {ι n : Type*} [Fintype ι] [DecidableEq ι] [Fintype n] [DecidableEq n]
  {a : ι → Matrix n n ℂ} {O : Finset ι} {Φ : n → ℂ} {t : Matrix ι ι ℂ}

/-- The matrices `a p` and their adjoints obey the canonical anticommutation relations. -/
structure IsFermi (a : ι → Matrix n n ℂ) : Prop where
  anti : ∀ p q, a p * a q + a q * a p = 0
  mixed : ∀ p q, a p * (a q)ᴴ + (a q)ᴴ * a p = if p = q then 1 else 0
```

The determinant $\Phi$ is likewise characterised by its properties: it is a unit vector killed by the creators of the occupied set $O$ and by all virtual annihilators.

```lean
/-- `Φ` is a normalised determinant in which exactly the orbitals of `O` are occupied. -/
structure IsDeterminant (a : ι → Matrix n n ℂ) (O : Finset ι) (Φ : n → ℂ) : Prop where
  norm : star Φ ⬝ᵥ Φ = 1
  occ : ∀ i ∈ O, (a i)ᴴ *ᵥ Φ = 0
  virt : ∀ c ∉ O, a c *ᵥ Φ = 0
```

Write $\langle X\rangle=\langle\Phi,X\Phi\rangle$, which is `ev Φ X`.

```lean
/-- The matrix element `⟨Φ, X Φ⟩`, linear in the operator `X`. -/
def ev (Φ : n → ℂ) : Matrix n n ℂ →ₗ[ℂ] ℂ where
  toFun X := star Φ ⬝ᵥ (X *ᵥ Φ)
  map_add' X Y := by rw [Matrix.add_mulVec, dotProduct_add]
  map_smul' c X := by simp [Matrix.smul_mulVec]
```

In the Hamiltonian $H$, $v_{pqrs}$ multiplies $a_p^\dagger a_q^\dagger a_s a_r$. Writing $a_ra_s$ instead, an easy slip, reverses the sign of the whole interaction. For electrons in orthonormal spin orbitals, $h_{pq}$ is a one-electron integral and $v_{pqrs}=\langle pq|rs\rangle-\langle pq|sr\rangle$ an antisymmetrised two-electron integral. The results below do not need $h$ or $v$ to be Hermitian.

```lean
/-- The Hamiltonian `Σ h_pq a_p†a_q + ¼ Σ v_pqrs a_p†a_q†a_s a_r`. -/
def ham (a : ι → Matrix n n ℂ) (h : ι → ι → ℂ) (v : ι → ι → ι → ι → ℂ) : Matrix n n ℂ :=
  ∑ p, ∑ q, h p q • ((a p)ᴴ * a q) +
    (1 / 4 : ℂ) • ∑ p, ∑ q, ∑ r, ∑ s, v p q r s • ((a p)ᴴ * (a q)ᴴ * a s * a r)
```

The Fock matrix $f$ adds the mean field of the occupied orbitals to $h$.

```lean
/-- The Fock matrix `f_pq = h_pq + Σ_j v_pjqj`, with `j` over occupied orbitals. -/
def fock (h : ι → ι → ℂ) (v : ι → ι → ι → ι → ℂ) (O : Finset ι) (p q : ι) : ℂ :=
  h p q + ∑ j ∈ O, v p j q j
```

In $T=\sum t_{ci}a_c^\dagger a_i$ both indices run over all orbitals. In (e), (f), (h) and (i), the hypothesis `ht` sets $t_{ci}=0$ unless $c$ is virtual and $i$ occupied.

```lean
/-- The one-body operator `T = Σ t_ci a_c†a_i`. -/
def exc (a : ι → Matrix n n ℂ) (t : Matrix ι ι ℂ) : Matrix n n ℂ :=
  ∑ c, ∑ i, t c i • ((a c)ᴴ * a i)
```

Finally, let $A(x)=\sum_r x_ra_r$.

```lean
/-- The combination `Σ x_r a_r` of annihilators. -/
def ann (a : ι → Matrix n n ℂ) (x : ι → ℂ) : Matrix n n ℂ := ∑ r, x r • a r
```

**(a)** Show that for virtual $c$ and any matrix $W$

$$\langle a_c^\dagger W\rangle=\langle a_p^\dagger a_c^\dagger W\rangle=\langle a_p^\dagger a_q^\dagger a_c^\dagger W\rangle=0.$$

The first is $\langle a_c\Phi,W\Phi\rangle=0$. Creators anticommute, so in the others $a_c^\dagger$ moves to the far left with only a sign (`sw`).

```lean
omit [Fintype ι] in
/-- A virtual creator standing leftmost, or behind one or two other creators, makes the matrix
element in a determinant vanish. -/
theorem ev_virtual (hA : IsFermi a) (hΦ : IsDeterminant a O Φ) {c : ι} (hc : c ∉ O) (p q : ι)
    (W : Matrix n n ℂ) : ev Φ ((a c)ᴴ * W) = 0 ∧ ev Φ ((a p)ᴴ * ((a c)ᴴ * W)) = 0 ∧
      ev Φ ((a p)ᴴ * ((a q)ᴴ * ((a c)ᴴ * W))) = 0 := by
  have k : ∀ W, ev Φ ((a c)ᴴ * W) = 0 := fun W => by
    change star Φ ⬝ᵥ (((a c)ᴴ * W) *ᵥ Φ) = 0
    rw [← Matrix.mulVec_mulVec, Matrix.dotProduct_mulVec, ← Matrix.star_mulVec,
      hΦ.virt c hc, star_zero, zero_dotProduct]
  have sw : ∀ p W, (a p)ᴴ * ((a c)ᴴ * W) = -((a c)ᴴ * ((a p)ᴴ * W)) := fun p W => by
    have e := congrArg Matrix.conjTranspose (hA.anti c p)
    simp only [Matrix.conjTranspose_add, Matrix.conjTranspose_mul,
      Matrix.conjTranspose_zero] at e
    rw [← mul_assoc, eq_neg_of_add_eq_zero_left e, neg_mul, mul_assoc]
  exact ⟨k W, by rw [sw p, map_neg, k, neg_zero],
    by rw [sw q W, mul_neg, sw p, neg_neg, k]⟩
```

**(b)** Move a creator through $A(x)$:

$$a_p^\dagger A(x)=x_p-A(x)a_p^\dagger.$$

Multiply $a_p^\dagger a_r=\delta_{pr}-a_ra_p^\dagger$ by $x_r$ and sum.

```lean
/-- Moving `a_p†` through `Σ x_r a_r` leaves the contraction `x_p`. -/
theorem creator_mul_ann (hA : IsFermi a) (p : ι) (x : ι → ℂ) :
    (a p)ᴴ * ann a x = x p • 1 - ann a x * (a p)ᴴ := by
  have key : ∀ r, (a p)ᴴ * a r = (if r = p then 1 else 0) - a r * (a p)ᴴ := fun r =>
    eq_sub_of_add_eq (by rw [add_comm]; exact hA.mixed r p)
  simp only [ann, mul_sum, sum_mul, mul_smul_comm, smul_mul_assoc, key, smul_sub,
    sum_sub_distrib]
  congr 1
  simp [smul_ite]
```

**(c)** For $p,q\in O$, derive the contractions

$$\langle a_p^\dagger A(x)\rangle=x_p,\qquad \langle a_p^\dagger a_q^\dagger A(y)A(x)\rangle=x_py_q-y_px_q.$$

The first is (b) with $a_p^\dagger\Phi=0$ and $\langle1\rangle=1$. For the second, use (b) twice:

$$a_q^\dagger A(y)A(x)=y_qA(x)-x_qA(y)+A(y)A(x)a_q^\dagger.$$

The last term kills $\Phi$; the first result evaluates the others.

```lean
/-- Wick contractions in a determinant for one and two creators of occupied orbitals. -/
theorem wick (hA : IsFermi a) (hΦ : IsDeterminant a O Φ) {p q : ι} (hp : p ∈ O) (hq : q ∈ O)
    (x y : ι → ℂ) : ev Φ ((a p)ᴴ * ann a x) = x p ∧
    ev Φ ((a p)ᴴ * ((a q)ᴴ * (ann a y * ann a x))) = x p * y q - y p * x q := by
  have k : ∀ p ∈ O, ∀ X, ev Φ (X * (a p)ᴴ) = 0 := fun p hp X => by
    change star Φ ⬝ᵥ ((X * (a p)ᴴ) *ᵥ Φ) = 0
    rw [← Matrix.mulVec_mulVec, hΦ.occ p hp, Matrix.mulVec_zero, dotProduct_zero]
  have h1 : ev Φ 1 = 1 := by
    change star Φ ⬝ᵥ ((1 : Matrix n n ℂ) *ᵥ Φ) = 1
    rw [Matrix.one_mulVec, hΦ.norm]
  have one : ∀ z, ev Φ ((a p)ᴴ * ann a z) = z p := fun z => by
    rw [creator_mul_ann hA, map_sub, map_smul, k p hp, h1]
    simp
  -- move the inner creator to the right, where it annihilates the determinant
  have e : (a q)ᴴ * (ann a y * ann a x) =
      y q • ann a x - x q • ann a y + ann a y * ann a x * (a q)ᴴ := by
    calc _ = ((a q)ᴴ * ann a y) * ann a x := (mul_assoc _ _ _).symm
      _ = y q • ann a x - ann a y * ((a q)ᴴ * ann a x) := by
        rw [creator_mul_ann hA, sub_mul, smul_mul_assoc, one_mul, mul_assoc]
      _ = _ := by
        rw [creator_mul_ann hA, mul_sub, mul_smul_comm, mul_one, ← mul_assoc]
        abel
  refine ⟨one x, ?_⟩
  rw [e, mul_add, mul_sub, mul_smul_comm, mul_smul_comm, ← mul_assoc, map_add, map_sub,
    map_smul, map_smul, k q hq, one, one, smul_eq_mul, smul_eq_mul]
  ring
```

**(d)** With $(xt)_i=\sum_c x_ct_{ci}$, show that

$$A(x)T=TA(x)+A(xt).$$

By (b), $A(x)a_c^\dagger a_i=x_ca_i-a_c^\dagger A(x)a_i=x_ca_i+a_c^\dagger a_iA(x)$. Multiply by $t_{ci}$ and sum.

```lean
/-- The commutator of `Σ x_c a_c` with `T` is `Σ x_c t_ci a_i`. -/
theorem ann_mul_exc (hA : IsFermi a) (t : Matrix ι ι ℂ) (x : ι → ℂ) :
    ann a x * exc a t = exc a t * ann a x + ann a (x ᵥ* t) := by
  have key : ∀ c i, ann a x * ((a c)ᴴ * a i) = (a c)ᴴ * a i * ann a x + x c • a i := by
    intro c i
    have h2 : a i * ann a x + ann a x * a i = 0 := by
      simp only [ann, mul_sum, sum_mul, mul_smul_comm, smul_mul_assoc, ← sum_add_distrib,
        ← smul_add, hA.anti, smul_zero, Finset.sum_const_zero]
    have h3 := congrArg (· * a i) (creator_mul_ann hA c x)
    simp only [sub_mul, smul_mul_assoc, one_mul] at h3
    linear_combination (norm := noncomm_ring) h3 - (a c)ᴴ * h2
  simp only [exc, mul_sum, sum_mul, mul_smul_comm, smul_mul_assoc, key, smul_add,
    sum_add_distrib]
  congr 1
  rw [sum_comm]
  simp only [ann, Matrix.vecMul, dotProduct, Finset.sum_smul, smul_smul, mul_comm]
```

**(e)** Show that behind creators only the commutators of $T$ survive, for any matrix $Z$:

$$\langle a_p^\dagger A(x)TZ\rangle=\langle a_p^\dagger A(xt)Z\rangle,$$

$$\langle a_p^\dagger a_q^\dagger A(y)A(x)TZ\rangle=\langle a_p^\dagger a_q^\dagger[A(yt)A(x)+A(y)A(xt)]Z\rangle.$$

Use (d) to move $T$ left until it stands directly behind the creators. That term contains a virtual creator and vanishes by (a).

```lean
/-- If `T` excites only from occupied to virtual orbitals, then behind one or two creators it
acts in a determinant's matrix element through its commutators with the annihilators alone. -/
theorem ev_exc (hA : IsFermi a) (hΦ : IsDeterminant a O Φ)
    (ht : ∀ c i, c ∈ O ∨ i ∉ O → t c i = 0) (p q : ι) (x y : ι → ℂ) (Z : Matrix n n ℂ) :
    ev Φ ((a p)ᴴ * (ann a x * (exc a t * Z))) = ev Φ ((a p)ᴴ * (ann a (x ᵥ* t) * Z)) ∧
    ev Φ ((a p)ᴴ * ((a q)ᴴ * (ann a y * (ann a x * (exc a t * Z))))) =
      ev Φ ((a p)ᴴ * ((a q)ᴴ * (ann a (y ᵥ* t) * (ann a x * Z)))) +
      ev Φ ((a p)ᴴ * ((a q)ᴴ * (ann a y * (ann a (x ᵥ* t) * Z)))) := by
  have k : ∀ W, ev Φ ((a p)ᴴ * (exc a t * W)) = 0 ∧
      ev Φ ((a p)ᴴ * ((a q)ᴴ * (exc a t * W))) = 0 := by
    intro W
    constructor
    all_goals
      simp only [exc, sum_mul, mul_sum, smul_mul_assoc, mul_smul_comm, map_sum, map_smul,
        mul_assoc]
      refine sum_eq_zero fun c _ => sum_eq_zero fun i _ => ?_
      by_cases hc : c ∈ O
      · rw [ht c i (Or.inl hc), zero_smul]
      · have kv := ev_virtual hA hΦ hc p q
        simp only [kv, smul_zero]
  have ex : ∀ x Z, ann a x * (exc a t * Z) =
      exc a t * (ann a x * Z) + ann a (x ᵥ* t) * Z := fun x Z => by
    rw [← mul_assoc, ann_mul_exc hA, add_mul, mul_assoc]
  constructor <;> simp only [ex, mul_add, map_add, k, zero_add]
```

**(f)** For $p,q\in O$, evaluate the matrix elements with powers of $T$:

$$\langle a_p^\dagger a_rT\rangle=t_{rp},\qquad \langle a_p^\dagger a_rT^k\rangle=0\quad(k\ge2),$$

$$\langle a_p^\dagger a_q^\dagger a_sa_rT\rangle=\delta_{pr}t_{sq}-t_{sp}\delta_{qr}+t_{rp}\delta_{qs}-\delta_{ps}t_{rq},$$

$$\langle a_p^\dagger a_q^\dagger a_sa_rT^2\rangle=2(t_{rp}t_{sq}-t_{sp}t_{rq}),\qquad \langle a_p^\dagger a_q^\dagger a_sa_rT^k\rangle=0\quad(k\ge3).$$

Let $t_r$ be row $r$ of $t$. By (e), $T$ replaces $a_r$ by $A(t_r)$. A second replacement gives zero, because $\sum_c t_{rc}t_{cj}$ needs $c$ both occupied and virtual (`tt`). Thus $a_sa_r$ becomes $A(t_s)a_r+a_sA(t_r)$, then $2A(t_s)A(t_r)$, then zero. Apply (c).

```lean
/-- Matrix elements of one- and two-body operators with powers of an occupied-to-virtual `T`, in a
determinant, for creators of occupied orbitals. -/
theorem transition (hA : IsFermi a) (hΦ : IsDeterminant a O Φ)
    (ht : ∀ c i, c ∈ O ∨ i ∉ O → t c i = 0) {p q : ι} (hp : p ∈ O) (hq : q ∈ O) (r s : ι) :
    ev Φ ((a p)ᴴ * (a r * exc a t ^ 1)) = t r p ∧
    (∀ k ≥ 2, ev Φ ((a p)ᴴ * (a r * exc a t ^ k)) = 0) ∧
    ev Φ ((a p)ᴴ * ((a q)ᴴ * (a s * (a r * exc a t ^ 1)))) =
      ((if p = r then 1 else 0) * t s q - t s p * (if q = r then 1 else 0)) +
      (t r p * (if q = s then 1 else 0) - (if p = s then 1 else 0) * t r q) ∧
    ev Φ ((a p)ᴴ * ((a q)ᴴ * (a s * (a r * exc a t ^ 2)))) =
      2 * (t r p * t s q - t s p * t r q) ∧
    ∀ k ≥ 3, ev Φ ((a p)ᴴ * ((a q)ᴴ * (a s * (a r * exc a t ^ k)))) = 0 := by
  have hd : ∀ r, a r = ann a (fun i => if i = r then 1 else 0) := fun r => by simp [ann]
  have hs : ∀ r, (fun i => if i = r then (1 : ℂ) else 0) ᵥ* t = t r := fun r => by
    ext j
    simp [Matrix.vecMul, dotProduct]
  -- T cannot excite twice in a row
  have tt : ∀ r, t r ᵥ* t = 0 := fun r => by
    ext j
    change ∑ c, t r c * t c j = 0
    refine sum_eq_zero fun c _ => ?_
    by_cases hc : c ∈ O
    · rw [ht c j (Or.inl hc), mul_zero]
    · rw [ht r c (Or.inr hc), zero_mul]
  have z : ann a 0 = 0 := by simp [ann]
  have A := fun x Z => (ev_exc hA hΦ ht p q x x Z).1
  have B := fun x y Z => (ev_exc hA hΦ ht p q x y Z).2
  have W1 := fun x => (wick hA hΦ hp hq x x).1
  have W2 := fun x y => (wick hA hΦ hp hq x y).2
  rw [hd r, hd s]
  refine ⟨?_, ?_, ?_, ?_, ?_⟩
  on_goal 2 => intro k hk; obtain ⟨m, rfl⟩ := Nat.exists_eq_add_of_le' hk
  on_goal 5 => intro k hk; obtain ⟨m, rfl⟩ := Nat.exists_eq_add_of_le' hk
  all_goals simp only [pow_succ', A, B, hs, tt, z, zero_mul, mul_zero, map_zero, add_zero,
    zero_add]
  all_goals simp only [pow_zero, mul_one, W1, W2]
  all_goals ring
```

**(g)** Restrict the creators in $H$ to occupied orbitals:

$$\langle HZ\rangle=\sum_{p\in O}\sum_q h_{pq}\langle a_p^\dagger a_qZ\rangle+\tfrac14\sum_{p,q\in O}\sum_{r,s}v_{pqrs}\langle a_p^\dagger a_q^\dagger a_sa_rZ\rangle.$$

Part (a) removes every other term.

```lean
/-- For a determinant `Φ`, only terms of `H` whose creators all belong to occupied orbitals count in
`⟨Φ, H Z Φ⟩`. -/
theorem ev_ham (hA : IsFermi a) (hΦ : IsDeterminant a O Φ) (h : ι → ι → ℂ)
    (v : ι → ι → ι → ι → ℂ) (Z : Matrix n n ℂ) : ev Φ (ham a h v * Z) =
      ∑ p ∈ O, ∑ q, h p q * ev Φ ((a p)ᴴ * (a q * Z)) + 1 / 4 * ∑ p ∈ O, ∑ q ∈ O, ∑ r, ∑ s,
        v p q r s * ev Φ ((a p)ᴴ * ((a q)ᴴ * (a s * (a r * Z)))) := by
  simp only [ham, add_mul, smul_mul_assoc, sum_mul, map_add, map_smul, map_sum, smul_eq_mul,
    mul_assoc]
  congr 1
  · exact (sum_subset (subset_univ O) fun p _ hp => sum_eq_zero fun q _ => by
      rw [(ev_virtual hA hΦ hp p p _).1, mul_zero]).symm
  · congr 1
    refine (sum_subset (subset_univ O) fun p _ hp => ?_).symm.trans
      (sum_congr rfl fun p _ => (sum_subset (subset_univ O) fun q _ hq => ?_).symm)
    · exact sum_eq_zero fun q _ => sum_eq_zero fun r _ => sum_eq_zero fun s _ => by
        rw [(ev_virtual hA hΦ hp p p _).1, mul_zero]
    · exact sum_eq_zero fun r _ => sum_eq_zero fun s _ => by
        rw [(ev_virtual hA hΦ hq p p _).2.1, mul_zero]
```

**(h)** Let $v$ be antisymmetric in its first pair (`hb`) and its second pair (`hk`). Show that

$$\langle HT\rangle=\sum_{i\in O}\sum_c f_{ic}t_{ci}.$$

The one-body part gives $\sum h_{ic}t_{ci}$. Put $G_{pq}=\sum_c v_{pqcq}t_{cp}$. By antisymmetry the four contractions in (f) sum to $2G_{pq}+2G_{qp}$. Summed over $p,q\in O$, this is $4\sum G_{pq}$, which cancels the $\tfrac14$ and supplies the mean field in $f$.

```lean
/-- For pair-antisymmetric `v`, a normalised determinant `Φ` and occupied-to-virtual `T`,
`⟨Φ, H T Φ⟩ = Σ f_ic t_ci`, with `i` over occupied orbitals and `c` over all. -/
theorem first_order (hA : IsFermi a) (hΦ : IsDeterminant a O Φ)
    (ht : ∀ c i, c ∈ O ∨ i ∉ O → t c i = 0) (h : ι → ι → ℂ) {v : ι → ι → ι → ι → ℂ}
    (hb : ∀ p q r s, v q p r s = -v p q r s) (hk : ∀ p q r s, v p q s r = -v p q r s) :
    ev Φ (ham a h v * exc a t) = ∑ i ∈ O, ∑ c, fock h v O i c * t c i := by
  obtain ⟨G, hG⟩ : ∃ G : ι → ι → ℂ, ∀ p q, G p q = ∑ c, v p q c q * t c p :=
    ⟨_, fun _ _ => rfl⟩
  have e1 : ∀ p ∈ O, ∑ q, h p q * ev Φ ((a p)ᴴ * (a q * exc a t ^ 1)) =
      ∑ q, h p q * t q p := fun p hp => sum_congr rfl fun q _ => by
    rw [(transition hA hΦ ht hp hp q q).1]
  have d1 : ∀ (p : ι) (F : ι → ι → ℂ),
      ∑ r, ∑ s, (if p = r then 1 else 0) * F r s = ∑ s, F p s := fun p F => by
    simp
  have d2 : ∀ (p : ι) (F : ι → ι → ℂ),
      ∑ r, ∑ s, (if p = s then 1 else 0) * F r s = ∑ r, F r p := fun p F => by simp
  -- antisymmetry makes the four single contractions equal in pairs
  have e2 : ∀ p ∈ O, ∀ q ∈ O, ∑ r, ∑ s, v p q r s *
      ev Φ ((a p)ᴴ * ((a q)ᴴ * (a s * (a r * exc a t ^ 1)))) = 2 * G p q + 2 * G q p := by
    intro p hp q hq
    calc _ = ∑ r, ∑ s, (if p = r then 1 else 0) * (v p q r s * t s q)
          - ∑ r, ∑ s, (if q = r then 1 else 0) * (v p q r s * t s p)
          + (∑ r, ∑ s, (if q = s then 1 else 0) * (v p q r s * t r p)
          - ∑ r, ∑ s, (if p = s then 1 else 0) * (v p q r s * t r q)) := by
          simp only [← sum_add_distrib, ← sum_sub_distrib]
          exact sum_congr rfl fun r _ => sum_congr rfl fun s _ => by
            rw [(transition hA hΦ ht hp hq r s).2.2.1]; ring
      _ = _ := by
          rw [d1, d1, d2, d2, hG, hG]
          simp only [mul_sum, ← sum_add_distrib, ← sum_sub_distrib]
          refine sum_congr rfl fun c _ => ?_
          linear_combination t c q * hk p q c p - t c p * hk p q c q - 2 * t c q * hb p q c p
  have hF : ∀ i ∈ O, ∑ c, fock h v O i c * t c i =
      ∑ q, h i q * t q i + ∑ j ∈ O, G i j := fun i _ => by
    simp only [fock, add_mul, sum_add_distrib, sum_mul, hG]
    congr 1
    exact sum_comm
  have hs : ∑ p ∈ O, ∑ q ∈ O, G q p = ∑ p ∈ O, ∑ q ∈ O, G p q := sum_comm
  rw [← pow_one (exc a t), ev_ham hA hΦ, sum_congr rfl e1,
    sum_congr rfl (fun p hp => sum_congr rfl (e2 p hp)), sum_congr rfl hF]
  simp only [sum_add_distrib, ← mul_sum]
  rw [hs]
  ring
```

**(i)** Under the same hypotheses, collect the orders:

$$\langle H(1+T+\tfrac12T^2)\rangle=\langle H\rangle+\sum_{i\in O}\sum_c f_{ic}t_{ci}+\tfrac12\sum_{i,j\in O}\sum_{c,d}v_{ijcd}t_{ci}t_{dj},$$

$$\langle HT^k\rangle=0\quad(k\ge3).$$

In $\langle HT^2\rangle$ the one-body part vanishes. Exchanging $r$ and $s$ makes the exchange term minus the direct one, so $\tfrac14\cdot2\cdot2=1$ multiplies $\sum v_{ijcd}t_{ci}t_{dj}$. For $k\ge3$ every term vanishes by (f).

The projected coupled-cluster energy is $\langle He^T\rangle$. With single excitations alone it equals the first expression: $\langle H\rangle$ is the reference energy, and the other two terms are what the singles contribute. Double-excitation amplitudes are not included.

Without `ht` the vanishing fails. Take one occupied orbital with $h_{00}=t_{00}=1$ and $v=0$. Then $H=T=a_0^\dagger a_0$ and $T\Phi=\Phi$, so $\langle HT^k\rangle=1$ for every $k$.

```lean
/-- Coupled-cluster energy with singles only: for pair-antisymmetric `v`, a normalised determinant
and `T` exciting only from occupied to virtual orbitals,
`⟨Φ, H(1+T+T²/2)Φ⟩ = ⟨Φ, HΦ⟩ + Σ f_ic t_ci + ½ Σ v_ijcd t_ci t_dj`, and `⟨Φ, H T^k Φ⟩ = 0` for
`k ≥ 3`. -/
theorem singles_energy (hA : IsFermi a) (hΦ : IsDeterminant a O Φ)
    (ht : ∀ c i, c ∈ O ∨ i ∉ O → t c i = 0) (h : ι → ι → ℂ) {v : ι → ι → ι → ι → ℂ}
    (hb : ∀ p q r s, v q p r s = -v p q r s) (hk : ∀ p q r s, v p q s r = -v p q r s) :
    ev Φ (ham a h v * (1 + exc a t + (1 / 2 : ℂ) • exc a t ^ 2)) =
      ev Φ (ham a h v) + ∑ i ∈ O, ∑ c, fock h v O i c * t c i +
      1 / 2 * ∑ i ∈ O, ∑ j ∈ O, ∑ c, ∑ d, v i j c d * (t c i * t d j) ∧
    ∀ k ≥ 3, ev Φ (ham a h v * exc a t ^ k) = 0 := by
  have z1 : ∀ k ≥ 2, ∑ p ∈ O, ∑ q, h p q * ev Φ ((a p)ᴴ * (a q * exc a t ^ k)) = 0 :=
    fun k h2 => sum_eq_zero fun p hp => sum_eq_zero fun q _ => by
      rw [(transition hA hΦ ht hp hp q q).2.1 k h2, mul_zero]
  constructor
  · have e2 : ev Φ (ham a h v * exc a t ^ 2) =
        ∑ i ∈ O, ∑ j ∈ O, ∑ c, ∑ d, v i j c d * (t c i * t d j) := by
      rw [ev_ham hA hΦ, z1 2 le_rfl, zero_add, mul_sum]
      refine sum_congr rfl fun p hp => ?_
      rw [mul_sum]
      refine sum_congr rfl fun q hq => ?_
      -- the exchange contraction equals minus the direct one
      have sw : ∑ r, ∑ s, v p q r s * (t s p * t r q) =
          -∑ r, ∑ s, v p q r s * (t r p * t s q) := by
        rw [sum_comm]
        simp only [← Finset.sum_neg_distrib]
        exact sum_congr rfl fun r _ => sum_congr rfl fun s _ => by rw [hk p q r s]; ring
      calc _ = 1 / 2 * (∑ r, ∑ s, v p q r s * (t r p * t s q) -
            ∑ r, ∑ s, v p q r s * (t s p * t r q)) := by
            simp only [mul_sum, ← sum_sub_distrib]
            exact sum_congr rfl fun r _ => sum_congr rfl fun s _ => by
              rw [(transition hA hΦ ht hp hq r s).2.2.2.1]; ring
        _ = _ := by rw [sw]; ring
    rw [mul_add, mul_add, mul_one, mul_smul_comm, map_add, map_add, map_smul,
      first_order hA hΦ ht h hb hk, e2, smul_eq_mul]
  · intro k h3
    rw [ev_ham hA hΦ, z1 k (by omega), zero_add]
    exact mul_eq_zero_of_right _ (sum_eq_zero fun p hp => sum_eq_zero fun q hq =>
      sum_eq_zero fun r _ => sum_eq_zero fun s _ => by
        rw [(transition hA hΦ ht hp hq r s).2.2.2.2 k h3, mul_zero])
```

**(j)** Check that two Jordan–Wigner orbitals meet the conditions on $a$ and $\Phi$, with

$$O=\{0\},\qquad \Phi=(0,1,0,0)^{\mathsf T}.$$

In the basis order empty, orbital 0 filled, orbital 1 filled, both filled, $a_0^\dagger\Phi=0$ and $a_1\Phi=0$. The anticommutators are checked entry by entry.

```lean
set_option maxHeartbeats 400000 in
/-- Two Jordan–Wigner orbitals, the first occupied and the second virtual, satisfy the
anticommutation relations and the determinant conditions. -/
theorem singles_energy_witness :
    let a : Fin 2 → Matrix (Fin 4) (Fin 4) ℂ :=
      ![!![0, 1, 0, 0; 0, 0, 0, 0; 0, 0, 0, 1; 0, 0, 0, 0],
        !![0, 0, 1, 0; 0, 0, 0, -1; 0, 0, 0, 0; 0, 0, 0, 0]]
    IsFermi a ∧ IsDeterminant a {0} ![0, 1, 0, 0] := by
  refine ⟨⟨?_, ?_⟩, ⟨?_, ?_, ?_⟩⟩
  · intro p q
    fin_cases p <;> fin_cases q <;> ext i j <;> fin_cases i <;> fin_cases j <;>
      simp
  · -- the two creators as explicit matrices
    have c0 : (!![0, 1, 0, 0; 0, 0, 0, 0; 0, 0, 0, 1; 0, 0, 0, 0] :
        Matrix (Fin 4) (Fin 4) ℂ)ᴴ =
        !![0, 0, 0, 0; 1, 0, 0, 0; 0, 0, 0, 0; 0, 0, 1, 0] := by
      ext i j
      fin_cases i <;> fin_cases j <;> simp
    have c1 : (!![0, 0, 1, 0; 0, 0, 0, -1; 0, 0, 0, 0; 0, 0, 0, 0] :
        Matrix (Fin 4) (Fin 4) ℂ)ᴴ =
        !![0, 0, 0, 0; 0, 0, 0, 0; 1, 0, 0, 0; 0, -1, 0, 0] := by
      ext i j
      fin_cases i <;> fin_cases j <;> simp
    refine Fin.forall_fin_two.2 ⟨Fin.forall_fin_two.2 ⟨?_, ?_⟩,
      Fin.forall_fin_two.2 ⟨?_, ?_⟩⟩
    all_goals
      simp only [Matrix.cons_val_zero, Matrix.cons_val_one, c0, c1]
      ext i j
      fin_cases i <;> fin_cases j <;> simp
  · simp [dotProduct, Fin.sum_univ_succ]
  · intro i hi
    obtain rfl := Finset.mem_singleton.1 hi
    ext j
    fin_cases j <;> simp [Matrix.mulVec, dotProduct, Fin.sum_univ_succ]
  · intro c hc
    fin_cases c
    · simp at hc
    · ext j
      fin_cases j <;> simp [Matrix.mulVec, dotProduct, Fin.sum_univ_succ]

end

end SinglesEnergy
```

```lean
#print axioms SinglesEnergy.singles_energy
-- 'SinglesEnergy.singles_energy' depends on axioms: [propext, Classical.choice, Quot.sound]
```
